# The five Coulomb energies of two equivalent d electrons at $M_L=0$ in Racah's parameters

The Coulomb repulsion $1/r_{12}$ is represented here by a finite matrix between spatial products $|m,-m\rangle$ of two d orbitals. The electrons are labelled, spin is left out, and the products are not antisymmetrised. The multipole expansion of $1/r_{12}$ supplies the definition

$$V_{mn}=\langle m,-m|\tfrac1{r_{12}}|n,-n\rangle=\sum_{k=0,2,4}F^k\,c^k(m,n)\,c^k(-n,-m).$$

Here $F^k$ are the radial Slater integrals and $c^k$ the angular Gaunt coefficients. The integrals over space that lead to this expression are not formalised. The result is that, for every real $x$,

$$\begin{aligned}\det(x-V)={}&(x-A+8B)(x-A-7B)(x-A+3B-2C)\\&\times(x-A-4B-2C)(x-A-14B-7C),\end{aligned}$$

where $A,B,C$ are Racah's combinations of the $F^k$. The five roots are the first-order contributions of the d–d repulsion to the term energies of a d² ion, within a single configuration and without spin–orbit coupling or a ligand field.

```lean
import Mathlib

open Matrix

namespace DShellPairInteraction

noncomputable section
```

## Both orbitals have $l=2$

This condition is built into the definitions. It limits $m$ to $2,1,0,-1,-2$, which `mom` assigns to the indices $0,\dots,4$, and it fixes

$$c^k(m,n)=(-1)^m\,5\begin{pmatrix}2&k&2\\0&0&0\end{pmatrix}\begin{pmatrix}2&k&2\\-m&m-n&n\end{pmatrix}.$$

The 3j symbols come from Racah's factorial formula, which is a square root (`radicand`) times a rational sum (`racahSum`). The square of a Gaunt coefficient is therefore rational, and `gauntSq` records it.

```lean
/-- The sign `(-1)^z` for an integer `z`. -/
def phase (z : ℤ) : ℚ := if Even z then 1 else -1

/-- The factorial of a non-negative integer `z`. -/
def fct (z : ℤ) : ℕ := z.toNat.factorial

/-- The reciprocal factorial `1/z!`, equal to zero for negative `z`. -/
def invFct (z : ℤ) : ℚ := if 0 ≤ z then 1 / (fct z : ℚ) else 0

/-- The quantity under the square root in Racah's formula for the 3j symbol,
for `a, b, c` that satisfy the triangle condition. -/
def radicand (a b c α β γ : ℤ) : ℚ :=
  (fct (a + b - c) * fct (a - b + c) * fct (-a + b + c) : ℚ) / fct (a + b + c + 1) *
    (fct (a + α) * fct (a - α) * fct (b + β) * fct (b - β) * fct (c + γ) * fct (c - γ))

/-- The alternating sum in Racah's formula for the 3j symbol, with its phase. -/
def racahSum (a b c α β γ : ℤ) : ℚ :=
  phase (a - b - γ) * ∑ t ∈ Finset.range (a + b - c + 1).toNat,
    phase t * invFct t * invFct (c - b + t + α) * invFct (c - a + t - β) *
      invFct (a + b - c - t) * invFct (a - t - α) * invFct (b - t + β)

/-- The 3j symbol `(a b c; α β γ)` for integer momenta that satisfy the triangle
condition and `α + β + γ = 0`. -/
def threeJ (a b c α β γ : ℤ) : ℝ :=
  √(radicand a b c α β γ : ℝ) * (racahSum a b c α β γ : ℝ)

/-- The Gaunt coefficient `c^k(m,n)` between two d orbitals, for `k = 0, ..., 4`. -/
def gaunt (k m n : ℤ) : ℝ :=
  (phase m : ℝ) * 5 * threeJ 2 k 2 0 0 0 * threeJ 2 k 2 (-m) (m - n) n

/-- The square of the Gaunt coefficient written as a rational number. -/
def gauntSq (k m n : ℤ) : ℚ :=
  (phase m * 5 * racahSum 2 k 2 0 0 0 * racahSum 2 k 2 (-m) (m - n) n) ^ 2 *
    radicand 2 k 2 0 0 0 * radicand 2 k 2 (-m) (m - n) n

/-- The magnetic quantum numbers `2, 1, 0, -1, -2` of the d shell, in this order. -/
def mom (i : Fin 5) : ℤ := 2 - (i.val : ℤ)
```

For another $l$ the matrix changes, but the argument survives. Two p electrons give a 3 by 3 matrix with eigenvectors $(1,-1,1)$, $(1,0,-1)$, $(1,2,1)$ and roots $F^0+10F^2/25$, $F^0-5F^2/25$, $F^0+F^2/25$ for S, P and D.

## Both electrons share one radial function

For equivalent electrons, three numbers $F^0,F^2,F^4$ describe the whole radial part. In Lean they are arbitrary reals `F0 F2 F4`. An actual radial function gives $F^2>F^4>0$. This is not assumed, so nothing is said about which term lies lowest. With two different radial functions, as in 3d4d, exchange integrals would enter as well and the space would double.

```lean
/-- The Coulomb matrix `⟨m,-m| 1/r₁₂ |n,-n⟩` between products of d orbitals,
with Slater integrals `F0, F2, F4`. -/
def coulomb (F0 F2 F4 : ℝ) : Matrix (Fin 5) (Fin 5) ℝ := Matrix.of fun i j =>
  F0 * (gaunt 0 (mom i) (mom j) * gaunt 0 (-mom j) (-mom i)) +
  F2 * (gaunt 2 (mom i) (mom j) * gaunt 2 (-mom j) (-mom i)) +
  F4 * (gaunt 4 (mom i) (mom j) * gaunt 4 (-mom j) (-mom i))

/-- The angular matrix that multiplies `F2/49`. -/
def angular2 : Fin 5 → Fin 5 → ℚ :=
  ![![4, -6, 4, 0, 0], ![-6, 1, -1, 6, 0], ![4, -1, 4, -1, 4], ![0, 6, -1, 1, -6],
    ![0, 0, 4, -6, 4]]

/-- The angular matrix that multiplies `F4/441`. -/
def angular4 : Fin 5 → Fin 5 → ℚ :=
  ![![1, -5, 15, -35, 70], ![-5, 16, -30, 40, -35], ![15, -30, 36, -30, 15],
    ![-35, 40, -30, 16, -5], ![70, -35, 15, -5, 1]]
```

Racah's parameters regroup the three integrals. $A$ shifts all terms together, $B$ alone separates the two triplets, and $C$ enters only the singlets.

```lean
/-- Racah's parameter `A`. -/
def racahA (F0 F4 : ℝ) : ℝ := F0 - 49 * (F4 / 441)

/-- Racah's parameter `B`. -/
def racahB (F2 F4 : ℝ) : ℝ := F2 / 49 - 5 * (F4 / 441)

/-- Racah's parameter `C`. -/
def racahC (F4 : ℝ) : ℝ := 35 * (F4 / 441)
```

## The total projection is $M_L=0$

The repulsion is invariant under rotations, so it conserves $M_L$ and commutes with $\mathbf L^2=(\mathbf l_1+\mathbf l_2)^2$. The space $M_L=0$ contains each $L=0,\dots,4$ exactly once, hence every eigenvector of $\mathbf L^2$ there is an eigenvector of $V$.

Ladder operators give $\mathbf L^2$ the diagonal elements $12-2m^2$ and, between neighbours $m$ and $m'=m\pm1$, the elements $6-mm'$. With $\lambda=L(L+1)$ and amplitudes $v_m$, the first four rows read

$$\begin{aligned}4v_2+4v_1&=\lambda v_2,& 4v_2+10v_1+6v_0&=\lambda v_1,\\ 6v_1+12v_0+6v_{-1}&=\lambda v_0,& 6v_0+10v_{-1}+4v_{-2}&=\lambda v_{-1}.\end{aligned}$$

Solving them in turn from $v_2$ gives, up to scale,

- $L=0$: $(1,-1,1,-1,1)$
- $L=1$: $(2,-1,0,1,-2)$
- $L=2$: $(2,1,-2,1,2)$
- $L=3$: $(1,2,0,-2,-1)$
- $L=4$: $(1,4,6,4,1)$

and the fifth row, $4v_{-1}+4v_{-2}=\lambda v_{-2}$, is then satisfied. Division by $\sqrt5,\sqrt{10},\sqrt{14},\sqrt{10},\sqrt{70}$ normalises them.

```lean
/-- Unnormalised pair states for `L = 0, ..., 4`, as amplitudes on the products `|m,-m⟩`. -/
def pairState : Fin 5 → Fin 5 → ℝ :=
  ![![1, -1, 1, -1, 1], ![2, -1, 0, 1, -2], ![2, 1, -2, 1, 2], ![1, 2, 0, -2, -1],
    ![1, 4, 6, 4, 1]]

/-- The energies, in Racah's parameters, listed for `L = 0, ..., 4`. -/
def termEnergy (A B C : ℝ) : Fin 5 → ℝ :=
  ![A + 14 * B + 7 * C, A + 7 * B, A - 3 * B + 2 * C, A - 8 * B, A + 4 * B + 2 * C]

/-- The matrix of `(l₁ + l₂)²` between the products `|m,-m⟩` of two d orbitals. -/
def totalLSq : Matrix (Fin 5) (Fin 5) ℝ := Matrix.of fun i j =>
  if i = j then 12 - 2 * (mom i : ℝ) ^ 2
  else if mom i - mom j = 1 ∨ mom j - mom i = 1 then 6 - (mom i : ℝ) * (mom j : ℝ)
  else 0
```

In a block with larger $M_L$ some terms are missing. At $M_L=4$ only $|2,2\rangle$ remains, with the G energy $A+4B+2C$.

## Only the ranks $k=0,2,4$ contribute

This is the hypothesis `hk` of `gaunt_reverse`. Physically, parity removes odd multipoles between two d orbitals, and the triangle condition stops the expansion at $k=4$.

By hand, it is used when the outer columns of a 3j symbol are exchanged. That produces $(-1)^{4+k}=1$, and the remaining prefactors $(-1)^n$ and $(-1)^m$ give

$$c^k(-n,-m)=(-1)^{m-n}c^k(m,n),\qquad V_{mn}=\sum_k(-1)^{m-n}F^k\,c^k(m,n)^2.$$

For $k=1,3$ the column exchange would bring a minus sign, but those coefficients vanish and the relation reads $0=0$.

The squares follow from Racah's formula. For $k=0$ both squared 3j symbols are $1/5$ when $m=n$, so $c^0(m,n)^2=\delta_{mn}$. For $k=2$ and $k=4$ the symbol with zero projections has square $2/35$, which makes the prefactor $25\cdot2/35=10/7$. The other symbol has square $N/70$ for $k=2$ and $N/630$ for $k=4$, with integers $N$, so that $(c^k)^2$ is $N/49$ or $N/441$. With the signs $(-1)^{m-n}$, these integers form `angular2` and `angular4`. Their top rows are $(4,-6,4,0,0)$ and $(1,-5,15,-35,70)$.

```lean
/-- The square of a Gaunt coefficient of the d shell is the rational number `gauntSq`. -/
theorem gaunt_sq (k m n : ℤ) : gaunt k m n ^ 2 = (gauntSq k m n : ℝ) := by
  have pos : ∀ a b c α β γ : ℤ, (0 : ℝ) ≤ (radicand a b c α β γ : ℝ) := by
    intro a b c α β γ
    have h : 0 ≤ radicand a b c α β γ := by
      unfold radicand
      positivity
    exact_mod_cast h
  have h0 := Real.sq_sqrt (pos 2 k 2 0 0 0)
  have h1 := Real.sq_sqrt (pos 2 k 2 (-m) (m - n) n)
  unfold gaunt threeJ gauntSq
  push_cast
  rw [← h0, ← h1]
  simp only [Real.sqrt_sq (Real.sqrt_nonneg _)]
  ring

/-- Reversing and exchanging the two momenta multiplies a Gaunt coefficient of the
d shell with `k = 0, 2, 4` by `(-1)^(m-n)`. -/
theorem gaunt_reverse (k : ℤ) (hk : k ∈ ({0, 2, 4} : Finset ℤ)) (i j : Fin 5) :
    gaunt k (-mom j) (-mom i) = (phase (mom i - mom j) : ℝ) * gaunt k (mom i) (mom j) := by
  -- a finite check in rational arithmetic
  have check : ∀ k ∈ ({0, 2, 4} : Finset ℤ), ∀ i j : Fin 5,
      radicand 2 k 2 (- -mom j) (-mom j - -mom i) (-mom i) =
        radicand 2 k 2 (-mom i) (mom i - mom j) (mom j) ∧
      phase (-mom j) * racahSum 2 k 2 (- -mom j) (-mom j - -mom i) (-mom i) =
        phase (mom i - mom j) *
          (phase (mom i) * racahSum 2 k 2 (-mom i) (mom i - mom j) (mom j)) := by
    decide +kernel
  obtain ⟨h1, h2⟩ := check k hk i j
  have h3 := congrArg (Rat.cast (K := ℝ)) h2
  simp only [Rat.cast_mul] at h3
  unfold gaunt threeJ
  rw [h1]
  linear_combination (5 * (√(radicand 2 k 2 0 0 0 : ℝ) * (racahSum 2 k 2 0 0 0 : ℝ)) *
    √(radicand 2 k 2 (-mom i) (mom i - mom j) (mom j) : ℝ)) * h3

/-- The Coulomb matrix is `F0` times the unit matrix plus `F2/49` and `F4/441` times
two explicit matrices of integers. -/
theorem coulomb_apply (F0 F2 F4 : ℝ) (i j : Fin 5) :
    coulomb F0 F2 F4 i j = F0 * ((if i = j then 1 else 0 : ℚ) : ℝ) +
      F2 / 49 * (angular2 i j : ℝ) + F4 / 441 * (angular4 i j : ℝ) := by
  have check : ∀ i j : Fin 5,
      phase (mom i - mom j) * gauntSq 0 (mom i) (mom j) = (if i = j then 1 else 0 : ℚ) ∧
      phase (mom i - mom j) * gauntSq 2 (mom i) (mom j) * 49 = angular2 i j ∧
      phase (mom i - mom j) * gauntSq 4 (mom i) (mom j) * 441 = angular4 i j := by
    decide +kernel
  obtain ⟨h0, h2, h4⟩ := check i j
  rw [← h0, ← h2, ← h4]
  push_cast
  rw [← gaunt_sq, ← gaunt_sq, ← gaunt_sq]
  simp only [coulomb, Matrix.of_apply]
  rw [gaunt_reverse 0 (by decide), gaunt_reverse 2 (by decide), gaunt_reverse 4 (by decide)]
  ring
```

`gaunt_sq` removes the square roots, using that the radicand is non-negative. The other two theorems leave a finite set of rational identities, which `decide +kernel` evaluates for all index pairs. `coulomb_apply` then combines them into the explicit form of $V$.

## $A$, $B$ and $C$ belong to the same Slater integrals

The final theorem carries three explicit hypotheses, `hA`, `hB` and `hC`. In them Lean's `F2` and `F4` stand for $F^2$ and $F^4$, not for the scaled $F_2$ and $F_4$:

$$A=F^0-49F_4,\quad B=F_2-5F_4,\quad C=35F_4,\qquad F_2=\tfrac{F^2}{49},\; F_4=\tfrac{F^4}{441}.$$

By hand, they are needed at the last step. Since the pair states are eigenvectors, the top row of $V$ applied to each state, divided by its first amplitude, gives the energy:

$$\begin{aligned}
L=0:&\quad F^0+14F_2+126F_4=A+14B+7C\\
L=1:&\quad F^0+7F_2-84F_4=A+7B\\
L=2:&\quad F^0-3F_2+36F_4=A-3B+2C\\
L=3:&\quad F^0-8F_2-9F_4=A-8B\\
L=4:&\quad F^0+4F_2+F_4=A+4B+2C
\end{aligned}$$

Lean does not appeal to rotational invariance here. `coulomb_pairState` checks all five components for all five states, by `fin_cases` and `ring`.

```lean
/-- Each pair state is an eigenvector of the Coulomb matrix, with the listed energy. -/
theorem coulomb_pairState (F0 F2 F4 : ℝ) (L : Fin 5) :
    coulomb F0 F2 F4 *ᵥ pairState L =
      termEnergy (racahA F0 F4) (racahB F2 F4) (racahC F4) L • pairState L := by
  ext i
  simp only [Matrix.mulVec, dotProduct, Fin.sum_univ_five, coulomb_apply, Pi.smul_apply,
    smul_eq_mul]
  fin_cases L <;> fin_cases i <;>
    simp [angular2, angular4, pairState, termEnergy, racahA, racahB, racahC] <;> ring
```

The next two theorems attach $L$ to each root. The states have eigenvalue $L(L+1)$ of `totalLSq`, whose elements are entered from the ladder-operator calculation, and exchange parity $(-1)^L$. With spin restored, the Pauli principle makes even $L$ singlets and odd $L$ triplets: ¹S, ³P, ¹D, ³F, ¹G.

```lean
/-- Each pair state is an eigenvector of the squared total orbital angular momentum,
with eigenvalue `L(L+1)`. -/
theorem totalLSq_pairState (L : Fin 5) :
    totalLSq *ᵥ pairState L = ((L.val : ℝ) * (L.val + 1)) • pairState L := by
  ext i
  simp only [Matrix.mulVec, dotProduct, Fin.sum_univ_five, Pi.smul_apply, smul_eq_mul]
  fin_cases L <;> fin_cases i <;> simp [totalLSq, mom, pairState] <;> norm_num

/-- Exchange of the two electrons, `m ↔ -m`, multiplies a pair state by `(-1)^L`. -/
theorem pairState_exchange (L i : Fin 5) :
    pairState L i.rev = (-1) ^ L.val * pairState L i := by
  fin_cases L <;> fin_cases i <;> norm_num [pairState, Fin.rev]
```

Orthogonality supplies the independence of the five states.

```lean
/-- The pair states are mutually orthogonal, with squared norms `5, 10, 14, 10, 70`. -/
theorem pairState_orthogonal :
    Matrix.of pairState * (Matrix.of pairState)ᵀ =
      Matrix.diagonal (![5, 10, 14, 10, 70] : Fin 5 → ℝ) := by
  ext i j
  rw [Matrix.mul_apply, Fin.sum_univ_five]
  fin_cases i <;> fin_cases j <;> simp [pairState, Matrix.diagonal] <;> norm_num
```

Let $P$ have the pair states as columns, and let $D$ be the diagonal matrix of energies. The eigenvector equations say $(x-V)P=P(x-D)$, which is `hP` in the proof; the three hypotheses are used there, to rewrite the energies in terms of $A,B,C$. Taking determinants gives

$$\det(x-V)\det P=\det P\,\prod_L(x-E_L).$$

Orthogonality gives $(\det P)^2=5\cdot10\cdot14\cdot10\cdot70\neq0$, so $\det P$ cancels (`hne`, `mul_right_cancel₀`). The factorisation therefore counts multiplicities correctly even when two energies coincide.

```lean
/-- The secular determinant of the Coulomb matrix between the products `|m,-m⟩` of two d orbitals
factorises. If `A, B, C` are Racah's parameters of the same `F0, F2, F4`, its roots are
`A-8B, A+7B, A-3B+2C, A+4B+2C, A+14B+7C`. -/
theorem secular_determinant (F0 F2 F4 A B C x : ℝ) (hA : A = racahA F0 F4)
    (hB : B = racahB F2 F4) (hC : C = racahC F4) :
    (x • (1 : Matrix (Fin 5) (Fin 5) ℝ) - coulomb F0 F2 F4).det =
      (x - (A - 8 * B)) * (x - (A + 7 * B)) * (x - (A - 3 * B + 2 * C)) *
        (x - (A + 4 * B + 2 * C)) * (x - (A + 14 * B + 7 * C)) := by
  -- the pair states, as columns, diagonalise the secular matrix
  have hP : (x • (1 : Matrix (Fin 5) (Fin 5) ℝ) - coulomb F0 F2 F4) *
      (Matrix.of pairState)ᵀ =
      (Matrix.of pairState)ᵀ * Matrix.diagonal (fun L => x - termEnergy A B C L) := by
    ext i L
    have h := congrFun (coulomb_pairState F0 F2 F4 L) i
    rw [← hA, ← hB, ← hC] at h
    simp only [Matrix.mulVec, dotProduct, Pi.smul_apply, smul_eq_mul] at h
    rw [Matrix.sub_mul, Matrix.smul_mul, Matrix.one_mul, Matrix.mul_diagonal,
      Matrix.sub_apply, Matrix.smul_apply, Matrix.mul_apply]
    simp only [Matrix.transpose_apply, Matrix.of_apply, smul_eq_mul]
    linear_combination -h
  -- orthogonality makes the matrix of pair states invertible
  have hne : (Matrix.of pairState)ᵀ.det ≠ 0 := by
    intro h0
    have h := congrArg Matrix.det pairState_orthogonal
    rw [Matrix.det_mul, h0, mul_zero, Matrix.det_diagonal, Fin.prod_univ_five] at h
    simp at h
  have hd := congrArg Matrix.det hP
  rw [Matrix.det_mul, Matrix.det_mul, Matrix.det_diagonal] at hd
  have key : (x • (1 : Matrix (Fin 5) (Fin 5) ℝ) - coulomb F0 F2 F4).det =
      ∏ L, (x - termEnergy A B C L) :=
    mul_right_cancel₀ hne (by linear_combination hd)
  rw [key, Fin.prod_univ_five]
  change (x - (A + 14 * B + 7 * C)) * (x - (A + 7 * B)) * (x - (A - 3 * B + 2 * C)) *
    (x - (A - 8 * B)) * (x - (A + 4 * B + 2 * C)) = _
  ring

end

end DShellPairInteraction
```

Without `hB` the statement is false. Take $F^0=F^2=0$ and $F^4=441$. Then $A=-49$ and $C=35$, the correct $B$ is $-5$, and the roots are $126,-84,36,-9,1$. Setting $B=0$, as if $B$ were $F_2$ alone, makes the right-hand side vanish at $x=A-8B=-49$, which is not a root. `hA` and `hC` are needed too: if all Slater integrals are zero the determinant is $x^5$, and a nonzero $A$ or $C$ with the other two parameters zero gives a different polynomial. These inputs are algebraic tests and not physical values, since every $F^k$ of an actual radial function is positive.

```lean
#print axioms DShellPairInteraction.totalLSq_pairState
-- 'DShellPairInteraction.totalLSq_pairState' depends on axioms: [propext, Classical.choice, Quot.sound]
#print axioms DShellPairInteraction.pairState_exchange
-- 'DShellPairInteraction.pairState_exchange' depends on axioms: [propext, Classical.choice, Quot.sound]
#print axioms DShellPairInteraction.secular_determinant
-- 'DShellPairInteraction.secular_determinant' depends on axioms: [propext, Classical.choice, Quot.sound]
```
